# In a finite real state space, the lowest energy at a prescribed expectation value is convex in that value

A particle can sit on two sites with energies $\varepsilon_1$ and $\varepsilon_2$, coupled by a real hopping element $\tau$. Its probability of being on the second site is held at $n$, with $0\le n\le 1$. What is the lowest energy it can have?

Up to an overall sign, the real normalised states are $(\sigma\sqrt{1-n},\sqrt n)$ with $\sigma=\pm1$, and their energy is

$$(1-n)\,\varepsilon_1+n\,\varepsilon_2+2\sigma\tau\sqrt{n(1-n)} .$$

The better sign gives $-2|\tau|\sqrt{n(1-n)}$ for the last term. Since $\sqrt{n(1-n)}$ is concave, the minimum is convex in $n$. The sign of $\tau$ is irrelevant, because the relative sign of the two amplitudes is free. The same freedom, applied to a superposition of two arbitrary states, gives convexity for any real Hamiltonian matrix and any single real observable on a finite index set.

## States, observable and constrained energy

The finite index set `ι` labels the sites. It may equally label the many-electron configurations of a finite basis, in which case $H$ can contain interactions. The basis states are taken to be orthonormal, so that a state is normalised when the squares of its amplitudes add up to 1.

```lean
import Mathlib

open Matrix Set

namespace ConstrainedEnergyConvexity

noncomputable section

variable {ι : Type*} [Fintype ι]
```

For a real matrix $M$ and a real vector $x$, write $\langle x,Mx\rangle=\sum_{ij}x_iM_{ij}x_j$. In Lean, `⬝ᵥ` is the dot product and `*ᵥ` applies a matrix to a vector. This quadratic form is called `expect` in Lean, because for a unit vector it is the expectation value of $M$. For any other nonzero vector the expectation value is $\langle x,Mx\rangle/\langle x,x\rangle$. Symmetry of $M$ is not required, since only the symmetric part contributes.

```lean
/-- The quadratic form `⟨x, M x⟩` of a real matrix `M` at the real vector `x`. For a unit vector it
is the expectation value of `M`. -/
def expect (M : Matrix ι ι ℝ) (x : ι → ℝ) : ℝ := x ⬝ᵥ M *ᵥ x
```

The constraint fixes the expectation value of an observable $A$. The letter $n$ denotes this prescribed value, not the total number of particles.

```lean
/-- The real unit vectors in which the observable `A` has expectation value `n`. -/
def trialStates (A : Matrix ι ι ℝ) (n : ℝ) : Set (ι → ℝ) :=
  {x | x ⬝ᵥ x = 1 ∧ expect A x = n}
```

Some values of $n$ are reached by no unit vector, so the reachable ones are collected in a set.

```lean
/-- The expectation values of `A` that occur in real unit vectors. -/
def attainable (A : Matrix ι ι ℝ) : Set ℝ := {n | (trialStates A n).Nonempty}
```

The constrained energy is

$$E(n)=\inf\{\langle x,Hx\rangle : \langle x,x\rangle=1,\ \langle x,Ax\rangle=n\}.$$

At unattainable $n$ Lean assigns the empty infimum the value 0, which has no physical meaning; the theorems below use attainable $n$ only.

```lean
/-- The infimum of the energy `⟨x, H x⟩` over real unit vectors with `⟨x, A x⟩ = n`,
for `n` an attainable value of `A`. -/
def constrainedEnergy (H A : Matrix ι ι ℝ) (n : ℝ) : ℝ :=
  sInf (expect H '' trialStates A n)
```

## Superposing two states

For a real amplitude $b$, expanding the quadratic form gives

$$\langle x+by,M(x+by)\rangle=\langle x,Mx\rangle+b\,C_M+b^2\langle y,My\rangle,$$

with the cross term $C_M=\langle x,My\rangle+\langle y,Mx\rangle$.

```lean
/-- The quadratic form `⟨z, M z⟩` at the unnormalised superposition `z = x + b y`, expanded in
powers of the amplitude `b`. -/
theorem expect_add_smul (M : Matrix ι ι ℝ) (x y : ι → ℝ) (b : ℝ) :
    expect M (x + b • y) =
      expect M x + b * (x ⬝ᵥ M *ᵥ y + y ⬝ᵥ M *ᵥ x) + b ^ 2 * expect M y := by
  simp only [expect, Matrix.mulVec_add, Matrix.mulVec_smul, add_dotProduct, dotProduct_add,
    smul_dotProduct, dotProduct_smul, smul_eq_mul]
  ring
```

Multiplying a vector by $c$ multiplies the form by $c^2$, which is needed for normalisation.

```lean
/-- Scaling a vector `x` by `c` multiplies the quadratic form `⟨x, M x⟩` by `c ^ 2`. -/
theorem expect_smul (M : Matrix ι ι ℝ) (x : ι → ℝ) (c : ℝ) :
    expect M (c • x) = c ^ 2 * expect M x := by
  simp only [expect, Matrix.mulVec_smul, smul_dotProduct, dotProduct_smul, smul_eq_mul]
  ring
```

## A root of either sign

Let $p<0<q$, and let $m$ and $k$ be real. The equation $p+bm+b^2q=0$ has the roots

$$b=\frac{-m\pm\sqrt{m^2-4pq}}{2q}.$$

Their product $p/q$ is negative, so one root is positive and the other negative. One of them therefore satisfies $bk\le0$.

The `wlog` step reduces the proof to $k\le0$ by flipping signs. The root with the plus sign then serves: it is nonnegative because $\sqrt{m^2-4pq}\ge|m|\ge m$.

```lean
/-- A real quadratic with negative constant term and positive leading coefficient has a root `b`
with `b * k ≤ 0`, for any prescribed real `k`. -/
theorem exists_signed_root {p q : ℝ} (m k : ℝ) (hp : p < 0) (hq : 0 < q) :
    ∃ b : ℝ, p + b * m + b ^ 2 * q = 0 ∧ b * k ≤ 0 := by
  -- changing the signs of `m`, `k` and `b` reduces to `k ≤ 0`
  wlog hk : k ≤ 0 generalizing m k
  · obtain ⟨b, h1, h2⟩ := this (-m) (-k) (by linarith)
    exact ⟨-b, by linear_combination h1, by linarith⟩
  have hpq : p * q < 0 := mul_neg_of_neg_of_pos hp hq
  have hr : √(m ^ 2 - 4 * (p * q)) ^ 2 = m ^ 2 - 4 * (p * q) :=
    Real.sq_sqrt (by nlinarith [sq_nonneg m])
  have hm : m ≤ √(m ^ 2 - 4 * (p * q)) :=
    (le_abs_self m).trans (Real.abs_le_sqrt (by linarith))
  generalize √(m ^ 2 - 4 * (p * q)) = r at hr hm
  have e : 2 * q * ((-m + r) / (2 * q)) = -m + r := by field_simp
  refine ⟨(-m + r) / (2 * q), ?_,
    mul_nonpos_of_nonneg_of_nonpos (div_nonneg (by linarith) (by linarith)) hk⟩
  generalize (-m + r) / (2 * q) = b at e ⊢
  have h4 : 4 * q * (p + b * m + b ^ 2 * q) = 0 := by
    linear_combination (2 * q * b + m + r) * e + hr
  exact (mul_eq_zero.mp h4).resolve_left (by positivity)
```

## One pure state on or below the chord

Take unit vectors $x,y$ and weights $s,t>0$ with $s+t=1$. Write $\alpha_x=\langle x,Ax\rangle$ and $h_x=\langle x,Hx\rangle$, and similarly for $y$. We want a single unit vector with the value $n=s\alpha_x+t\alpha_y$ and energy at most $sh_x+th_y$.

If $\alpha_x=\alpha_y$, the state of lower energy will do. Otherwise, exchange the states if necessary so that $\alpha_x<\alpha_y$. Let $l=(h_y-h_x)/(\alpha_y-\alpha_x)$ be the slope of the chord, and set

$$K=H-lA-(h_x-l\alpha_x)\mathbf 1 .$$

Then $\langle x,Kx\rangle=\langle y,Ky\rangle=0$. For $z=x+by$ only the cross term survives:

$$\langle z,Kz\rangle=bk,\qquad k=C_H-l\,C_A-2(h_x-l\alpha_x)\langle x,y\rangle .$$

The constraint $\langle z,Az\rangle=n\langle z,z\rangle$ reads

$$(\alpha_x-n)+b\,(C_A-2n\langle x,y\rangle)+b^2(\alpha_y-n)=0 .$$

Here $\alpha_x-n=-t(\alpha_y-\alpha_x)<0$ and $\alpha_y-n=s(\alpha_y-\alpha_x)>0$, so the previous lemma supplies a solution with $bk\le0$. Consequently

$$\langle z,Hz\rangle\le\bigl(ln+h_x-l\alpha_x\bigr)\langle z,z\rangle=(sh_x+th_y)\langle z,z\rangle .$$

The vector $z$ is not zero. If it were, $x=-by$ and normalisation would give $b^2=1$, hence $\alpha_x=\alpha_y$, a contradiction. Dividing $z$ by its norm gives the required state.

The code never forms $K$ as a matrix; its cross term $k$ is the second explicit argument of `exists_signed_root`. The facts `hAz` and `hHz` are the constraint and the energy bound for the unnormalised $z$, and `linear_combination` checks the algebra behind them.

```lean
/-- Any two real unit vectors can be replaced by one real unit vector that has the weighted mean
of their values of `A` and at most the weighted mean of their energies. -/
theorem exists_interpolating_state (H A : Matrix ι ι ℝ) {x y : ι → ℝ} (hx : x ⬝ᵥ x = 1)
    (hy : y ⬝ᵥ y = 1) {s t : ℝ} (hs : 0 < s) (ht : 0 < t) (hst : s + t = 1) :
    ∃ z : ι → ℝ, z ⬝ᵥ z = 1 ∧ expect A z = s * expect A x + t * expect A y ∧
      expect H z ≤ s * expect H x + t * expect H y := by
  wlog hlt : expect A x < expect A y generalizing x y s t
  · rcases (not_lt.mp hlt).lt_or_eq with h | h
    · obtain ⟨z, h1, h2, h3⟩ := this hy hx ht hs (by linarith) h
      exact ⟨z, h1, by linarith, by linarith⟩
    · -- equal values of `A`: keep the state of lower energy
      obtain rfl : s = 1 - t := by linarith
      rcases le_total (expect H x) (expect H y) with h' | h'
      · exact ⟨x, hx, by rw [h]; ring, by nlinarith⟩
      · exact ⟨y, hy, by rw [h]; ring, by nlinarith⟩
  obtain rfl : s = 1 - t := by linarith
  obtain ⟨n, hn⟩ : ∃ n, n = (1 - t) * expect A x + t * expect A y := ⟨_, rfl⟩
  -- slope of the chord joining the two points (value of `A`, energy)
  obtain ⟨l, hl⟩ : ∃ l, l * (expect A y - expect A x) = expect H y - expect H x :=
    ⟨_, div_mul_cancel₀ _ (sub_pos.mpr hlt).ne'⟩
  obtain ⟨b, hb, hbk⟩ := exists_signed_root (p := expect A x - n) (q := expect A y - n)
    ((x ⬝ᵥ A *ᵥ y + y ⬝ᵥ A *ᵥ x) - n * (2 * (x ⬝ᵥ y)))
    ((x ⬝ᵥ H *ᵥ y + y ⬝ᵥ H *ᵥ x) - l * (x ⬝ᵥ A *ᵥ y + y ⬝ᵥ A *ᵥ x)
      - (expect H x - l * expect A x) * (2 * (x ⬝ᵥ y)))
    (by rw [hn]; nlinarith) (by rw [hn]; nlinarith)
  obtain ⟨z, hz⟩ : ∃ z, z = x + b • y := ⟨_, rfl⟩
  have eA := expect_add_smul A x y b
  have eH := expect_add_smul H x y b
  rw [← hz] at eA eH
  have hN : z ⬝ᵥ z = 1 + b * (2 * (x ⬝ᵥ y)) + b ^ 2 := by
    rw [hz]
    simp only [add_dotProduct, dotProduct_add, smul_dotProduct, dotProduct_smul, smul_eq_mul,
      hx, hy, dotProduct_comm y x]
    ring
  have hAz : expect A z = n * (z ⬝ᵥ z) := by linear_combination eA - n * hN + hb
  -- the energy lies on or below the chord
  have hHz : expect H z ≤ ((1 - t) * expect H x + t * expect H y) * (z ⬝ᵥ z) := by
    refine le_of_sub_nonpos (le_of_eq_of_le ?_ hbk)
    rw [hn] at hAz
    linear_combination eH - l * eA + l * hAz - (expect H x - l * expect A x) * hN
      + (t * (z ⬝ᵥ z) - b ^ 2) * hl
  have hN0 : 0 < z ⬝ᵥ z := by
    refine lt_of_le_of_ne (Finset.sum_nonneg fun i _ => mul_self_nonneg _) (fun h0 => ?_)
    have hz0 : z = 0 := dotProduct_self_eq_zero.mp h0.symm
    have hxy : x = (-b) • y := by
      rw [neg_smul]
      exact eq_neg_of_add_eq_zero_left (hz.symm.trans hz0)
    have h1 : b ^ 2 = 1 := by
      have h := hx
      rw [hxy] at h
      simp only [smul_dotProduct, dotProduct_smul, smul_eq_mul, hy] at h
      linear_combination h
    have h2 : expect A x = b ^ 2 * expect A y := by
      rw [hxy, expect_smul]
      ring
    rw [h1] at h2
    linarith
  -- normalise
  obtain ⟨c, hc⟩ : ∃ c : ℝ, c ^ 2 * (z ⬝ᵥ z) = 1 :=
    ⟨(√(z ⬝ᵥ z))⁻¹, by rw [inv_pow, Real.sq_sqrt hN0.le, inv_mul_cancel₀ hN0.ne']⟩
  refine ⟨c • z, ?_, ?_, ?_⟩
  · simp only [smul_dotProduct, dotProduct_smul, smul_eq_mul]
    linear_combination hc
  · rw [expect_smul, hAz, ← hn]
    linear_combination n * hc
  · rw [expect_smul]
    calc c ^ 2 * expect H z
        ≤ c ^ 2 * (((1 - t) * expect H x + t * expect H y) * (z ⬝ᵥ z)) :=
          mul_le_mul_of_nonneg_left hHz (sq_nonneg c)
      _ = (1 - t) * expect H x + t * expect H y := by
          linear_combination ((1 - t) * expect H x + t * expect H y) * hc
```

## The minimum is attained

The trial states form a closed set, because both conditions are equations between continuous functions. The set is bounded, because $\sum_i x_i^2=1$ forces $-1\le x_i\le1$. A continuous energy on a nonempty compact set has a minimum. `IsLeast` states that $E(n)$ is the energy of some trial state and a lower bound for all of them.

```lean
/-- For every attainable value `n` of `A` the constrained energy is a minimum: some real unit
vector with `⟨x, A x⟩ = n` has this energy, and none has a lower one. -/
theorem constrainedEnergy_isLeast (H A : Matrix ι ι ℝ) {n : ℝ} (hn : n ∈ attainable A) :
    IsLeast (expect H '' trialStates A n) (constrainedEnergy H A n) := by
  have hcont : ∀ M : Matrix ι ι ℝ, Continuous (expect M) := by
    intro M
    unfold expect
    simp only [dotProduct, Matrix.mulVec]
    fun_prop
  have hdot : Continuous fun x : ι → ℝ => x ⬝ᵥ x := by
    simp only [dotProduct]
    fun_prop
  have hclosed : IsClosed (trialStates A n) :=
    (isClosed_eq hdot continuous_const).inter (isClosed_eq (hcont A) continuous_const)
  have hsub : trialStates A n ⊆ Icc (fun _ => (-1 : ℝ)) (fun _ => (1 : ℝ)) := by
    intro x hx
    have h : ∀ i, x i * x i ≤ 1 := fun i =>
      (Finset.single_le_sum (f := fun j => x j * x j) (fun j _ => mul_self_nonneg _)
        (Finset.mem_univ i)).trans_eq hx.1
    exact ⟨fun i => by nlinarith [h i], fun i => by nlinarith [h i]⟩
  exact ((isCompact_Icc.of_isClosed_subset hclosed hsub).image (hcont H)).isLeast_sInf
    (hn.image _)
```

## Convexity from two minimisers

Let $x$ and $y$ be minimisers at attainable values $n$ and $m$. The interpolating state $z$ is a trial state at $sn+tm$, so

$$E(sn+tm)\le\langle z,Hz\rangle\le sE(n)+tE(m).$$

The existence of $z$ also shows that $sn+tm$ is attainable. `ConvexOn` contains both statements: the domain is convex, and so is the function on it.

```lean
/-- The attainable values of `A` form a convex set, and on it the constrained energy is a convex
function of the prescribed value. -/
theorem constrainedEnergy_convexOn (H A : Matrix ι ι ℝ) :
    ConvexOn ℝ (attainable A) (constrainedEnergy H A) := by
  rw [convexOn_iff_forall_pos]
  constructor
  · rw [convex_iff_forall_pos]
    rintro _ ⟨x, hx, rfl⟩ _ ⟨y, hy, rfl⟩ s t hs ht hst
    obtain ⟨z, h1, h2, -⟩ := exists_interpolating_state H A hx hy hs ht hst
    exact ⟨z, h1, h2⟩
  · intro n hn m hm s t hs ht hst
    -- interpolate between the two minimisers
    obtain ⟨x, ⟨hx, hxn⟩, hxE⟩ := (constrainedEnergy_isLeast H A hn).1
    obtain ⟨y, ⟨hy, hym⟩, hyE⟩ := (constrainedEnergy_isLeast H A hm).1
    obtain ⟨z, h1, h2, h3⟩ := exists_interpolating_state H A hx hy hs ht hst
    rw [hxn, hym] at h2
    rw [hxE, hyE] at h3
    exact ((constrainedEnergy_isLeast H A ⟨z, h1, h2⟩).2 ⟨z, ⟨h1, h2⟩, rfl⟩).trans h3
```

## Site observables and their range

For $A=\mathrm{diag}(a)$ the constraint becomes a weighted mean of the site values. With $a_i=1$ on a fragment and $a_i=0$ elsewhere, it is the probability of finding the particle on the fragment.

```lean
/-- The quadratic form of the diagonal matrix with entries `a_i` is `∑ a_i x_i ^ 2`. -/
theorem expect_diagonal [DecidableEq ι] (a x : ι → ℝ) :
    expect (diagonal a) x = ∑ i, a i * x i ^ 2 := by
  simp only [expect, dotProduct, Matrix.mulVec_diagonal]
  exact Finset.sum_congr rfl fun i _ => by ring
```

Since the weights $x_i^2$ add up to 1,

$$\min a\le\sum_i a_ix_i^2\le\max a .$$

Both ends are reached by placing the particle on a single site, and convexity of the attainable set fills the interval between them. In Lean the ends are written with `inf'` and `sup'`, the minimum and maximum over a nonempty finite set.

```lean
/-- The attainable values of a site-diagonal observable fill the interval from its smallest to
its largest site value. -/
theorem attainable_diagonal [DecidableEq ι] [Nonempty ι] (a : ι → ℝ) :
    attainable (diagonal a) = Icc (Finset.univ.inf' Finset.univ_nonempty a)
      (Finset.univ.sup' Finset.univ_nonempty a) := by
  apply Subset.antisymm
  · rintro _ ⟨x, hx, rfl⟩
    have h1 : ∑ i, x i ^ 2 = 1 := by
      rw [← hx]
      exact Finset.sum_congr rfl fun i _ => by ring
    rw [expect_diagonal]
    constructor
    · rw [← mul_one (Finset.univ.inf' _ a), ← h1, Finset.mul_sum]
      exact Finset.sum_le_sum fun i hi =>
        mul_le_mul_of_nonneg_right (Finset.inf'_le a hi) (sq_nonneg _)
    · rw [← mul_one (Finset.univ.sup' _ a), ← h1, Finset.mul_sum]
      exact Finset.sum_le_sum fun i hi =>
        mul_le_mul_of_nonneg_right (Finset.le_sup' a hi) (sq_nonneg _)
  · -- a particle on site `i` realises the value `a i`
    have hsite : ∀ i, a i ∈ attainable (diagonal a) := fun i =>
      ⟨Pi.single i 1, by simp, by rw [expect_diagonal]; simp [Pi.single_apply]⟩
    obtain ⟨i, -, hi⟩ := Finset.exists_mem_eq_inf' Finset.univ_nonempty a
    obtain ⟨j, -, hj⟩ := Finset.exists_mem_eq_sup' Finset.univ_nonempty a
    rw [hi, hj]
    exact (constrainedEnergy_convexOn 0 (diagonal a)).1.ordConnected.out (hsite i) (hsite j)
```

The final theorem combines these results. For each $n$ in $[\min a,\max a]$ the constrained minimum exists, and it is convex in $n$ on that interval. No sign condition on the off-diagonal entries of $H$ is needed. With one site the interval is a single point, and the energy there is the only entry of $H$.

For a fixed real Hamiltonian in a finite orthonormal basis, this gives a check on constrained-occupation calculations in which every computed energy is that of a real unit vector with the prescribed value: an energy above the chord between two other computed points is not the minimum over all such vectors. That the electrons are described by one such matrix, independent of the state, is the physical assumption. A self-consistent functional, whose Hamiltonian changes with the density, does not satisfy it, and complex amplitudes, as in a magnetic field, are also left out.

```lean
/-- For every real matrix `H` and real site values `a` on a nonempty finite set of sites, the
minimum of `⟨x, H x⟩` over real unit `x` with `∑ a_i x_i ^ 2 = n` exists for each `n` in
`[min a, max a]` and is convex in `n` there. -/
theorem site_constrained_energy_convex [DecidableEq ι] [Nonempty ι] (H : Matrix ι ι ℝ)
    (a : ι → ℝ) :
    (∀ n ∈ Icc (Finset.univ.inf' Finset.univ_nonempty a)
        (Finset.univ.sup' Finset.univ_nonempty a),
      IsLeast (expect H '' trialStates (diagonal a) n) (constrainedEnergy H (diagonal a) n)) ∧
    ConvexOn ℝ (Icc (Finset.univ.inf' Finset.univ_nonempty a)
      (Finset.univ.sup' Finset.univ_nonempty a)) (constrainedEnergy H (diagonal a)) := by
  rw [← attainable_diagonal]
  exact ⟨fun n hn => constrainedEnergy_isLeast H _ hn, constrainedEnergy_convexOn H _⟩

end

end ConstrainedEnergyConvexity
```

```lean
#print axioms ConstrainedEnergyConvexity.site_constrained_energy_convex
```

```
'ConstrainedEnergyConvexity.site_constrained_energy_convex' depends on axioms: [propext, Classical.choice, Quot.sound]
```

## Prescribing every site probability

For one particle with real amplitudes, a lattice density functional in the stricter sense fixes all the probabilities $\rho_i=x_i^2$, not one weighted sum of them. With that model the signs in $H$ matter, as a short calculation outside the Lean development shows.

Take three sites with zero diagonal and all off-diagonal entries equal to $+1$, so that the energy is $(\sum_i x_i)^2-1$. At $\rho=(\tfrac12,\tfrac12,0)$ and its permutations the minimum is $-1$. Their average is the uniform density, where the best choice of signs gives only $-\tfrac23$, so convexity fails for real amplitudes. Complex amplitudes with phases $0$, $2\pi/3$ and $4\pi/3$ would reach $-1$ there as well, so in this example the failure comes from the restriction to real states. If all off-diagonal entries are nonpositive, equal signs are optimal and each pair $i<j$ contributes $-|H_{ij}+H_{ji}|\sqrt{\rho_i\rho_j}$, which is convex in $\rho$.
